# The Periodic Potential of a Charge Slab Has Slope −4πp/L in the Vacuum

Let r be a continuous charge density on a cell [0, L] with L > 0, and let r vanish outside a slab [a, b]. If a potential u satisfies u″ = −4πr in the cell and both u and u′ take equal values at the two cell ends, then at every point of the cell outside the slab

u′(x) = −4πp/L, where p = ∫₀ᴸ x r(x) dx.

The vacuum around a slab with a nonzero dipole p therefore carries a uniform electric field −u′ = 4πp/L, although no external field was applied. The field comes from the periodic boundary conditions. For a fixed density in a growing cell it decays as 1/L.

## Vacuum levels and dipole corrections in surface codes

The identity concerns electronic-structure calculations of surfaces in which a slab is repeated periodically along its normal, with the charge density idealised as exactly zero in the vacuum. After averaging over the surface plane, the three-dimensional Poisson equation becomes the one-dimensional equation above. Here r is the averaged total charge density, ions and electrons together, and p is the dipole moment per unit area. The factor 4π belongs to Gaussian or Hartree atomic units.

A Poisson solver based on Fourier series returns a periodic potential. If the two faces of the slab differ, as with an adsorbate on one side only, p is in general nonzero and the potential is tilted in the vacuum. A work function needs a vacuum level, and a tilted potential does not supply one. A dipole correction removes the tilt by adding a linear term:

w(x) = u(x) + (4πp/L) x.

The sign of this term is easily tested: the plane-averaged electrostatic potential, fitted in the vacuum, should have slope −4πp/L before the correction and slope zero after it. If the code stores the potential energy of an electron, both the slope and the correction change sign.

Two practical points affect the use of the formula. First, p must be computed with the slab in one piece inside the cell. If the slab is wrapped around the cell boundary, the integral of x r(x) over the cell gives the slope at that boundary, which now lies inside the material. Second, in a self-consistent calculation the spurious field polarises the slab, so p itself changes with L. The identity applies to each density separately, while the plain 1/L decay refers to a density held fixed.

## From Poisson's equation to the vacuum slope

Write v = u′ for the slope. Then v′ = −4πr, and periodicity means u(0) = u(L) and v(0) = v(L).

**Neutrality.** Integrating v′ over the cell gives

v(L) − v(0) = −4π ∫₀ᴸ r(x) dx.

The left side is zero, so the total charge is zero. Neutrality thus follows from periodicity and need not be assumed separately. It also makes p independent of the origin: replacing x by x − c changes the integral by −c times the total charge, which is zero.

**The slope at the cell boundary.** Consider the combination x v(x) − u(x). Its derivative is

(x v − u)′ = v + x v′ − v = x v′ = −4π x r(x).

Integrating from 0 to L gives

[L v(L) − u(L)] − [0 · v(0) − u(0)] = −4πp.

Since u(0) = u(L), the two values of u cancel. What remains is L v(L) = −4πp, so

v(L) = −4πp/L.

This step does not use the vacuum. It holds for any continuous density that admits a periodic potential.

**The slope in the vacuum.** Take a point x of the cell with x ≤ a. There is no charge between 0 and x, so

v(x) − v(0) = −4π ∫₀ˣ r(t) dt = 0.

Hence v(x) = v(0) = v(L). For a point x ≥ b there is no charge between x and L, so

v(L) − v(x) = −4π ∫ₓᴸ r(t) dt = 0,

and again v(x) = v(L). On both sides of the slab the slope has the boundary value −4πp/L.

**The corrected potential.** Differentiating w gives w′ = v + 4πp/L, which is zero in the vacuum. Because u is periodic, w(L) − w(0) = 4πp. This is the potential step across the slab, so w is not periodic when p ≠ 0. If w is continued periodically from the cell, it jumps by −4πp at the cell boundary, which should therefore lie in the vacuum.

**The decay with L.** If the cell is enlarged by adding vacuum and the density is unchanged, the added region contributes nothing to ∫ x r(x) dx. The dipole p stays the same, and the slope is a constant divided by L.

## The Lean file

```lean
import Mathlib

open Set
open scoped Real

namespace PeriodicSlabPoisson

noncomputable section

/-- On the cell `[0, L]` the potential `u` and its slope `v` are continuous and periodic, and
inside the cell `u' = v` and `v' = -4 π r` for the charge density `r`. -/
structure IsPeriodicPotential (L : ℝ) (r u v : ℝ → ℝ) : Prop where
  continuous_potential : ContinuousOn u (Icc 0 L)
  continuous_slope : ContinuousOn v (Icc 0 L)
  slope_eq : ∀ x ∈ Ioo 0 L, HasDerivAt u (v x) x
  poisson : ∀ x ∈ Ioo 0 L, HasDerivAt v (-4 * π * r x) x
  potential_periodic : u 0 = u L
  slope_periodic : v 0 = v L

/-- The dipole moment of the charge density `r` in the cell `[0, L]`. -/
def dipole (L : ℝ) (r : ℝ → ℝ) : ℝ := ∫ x in (0 : ℝ)..L, x * r x

/-- The potential `u` with the linear dipole correction `4 π p x / L` added, for `L ≠ 0`. -/
def correctedPotential (L : ℝ) (r u : ℝ → ℝ) (x : ℝ) : ℝ :=
  u x + 4 * π * dipole L r / L * x

variable {L a b : ℝ} {r u v : ℝ → ℝ}

/-- A continuous density in a cell of positive length that admits a periodic potential has
zero total charge. -/
theorem neutral (hL : 0 < L) (h : IsPeriodicPotential L r u v)
    (hr : ContinuousOn r (Icc 0 L)) : ∫ x in (0 : ℝ)..L, r x = 0 := by
  have hg : ContinuousOn (fun t => -4 * π * r t) (Icc 0 L) := continuousOn_const.mul hr
  have e := intervalIntegral.integral_eq_sub_of_hasDerivAt_of_le hL.le
    h.continuous_slope h.poisson (hg.intervalIntegrable_of_Icc hL.le)
  rw [intervalIntegral.integral_const_mul] at e
  have h0 : 4 * π * ∫ x in (0 : ℝ)..L, r x = 0 := by
    linear_combination -e + h.slope_periodic
  have hpi : 4 * π ≠ 0 := mul_ne_zero (by norm_num) Real.pi_ne_zero
  exact (mul_eq_zero.mp h0).resolve_left hpi

/-- For a continuous density in a cell of positive length, the slope of the periodic
potential at the cell boundary is `-4 π p / L`. -/
theorem boundary_slope (hL : 0 < L) (h : IsPeriodicPotential L r u v)
    (hr : ContinuousOn r (Icc 0 L)) : v L = -4 * π * dipole L r / L := by
  -- the derivative of x u' - u is x u'' = -4 π x r, whose integral is -4 π p
  have hc : ContinuousOn (fun s => s * v s - u s) (Icc 0 L) :=
    (continuousOn_id.mul h.continuous_slope).sub h.continuous_potential
  have hd : ∀ t ∈ Ioo 0 L,
      HasDerivAt (fun s => s * v s - u s) (-4 * π * (t * r t)) t := by
    intro t ht
    have h1 := ((hasDerivAt_id' t).fun_mul (h.poisson t ht)).fun_sub (h.slope_eq t ht)
    exact h1.congr_deriv (by ring)
  have hg : ContinuousOn (fun t => -4 * π * (t * r t)) (Icc 0 L) :=
    continuousOn_const.mul (continuousOn_id.mul hr)
  have e := intervalIntegral.integral_eq_sub_of_hasDerivAt_of_le hL.le hc hd
    (hg.intervalIntegrable_of_Icc hL.le)
  rw [intervalIntegral.integral_const_mul] at e
  have m : -4 * π * dipole L r = (L * v L - u L) - (0 * v 0 - u 0) := e
  rw [eq_div_iff hL.ne']
  linear_combination -m - h.potential_periodic

/-- The slope of the periodic potential has the same value at the two ends of an interval of
the cell whose interior carries no charge. -/
theorem slope_constant (h : IsPeriodicPotential L r u v) {x y : ℝ}
    (hx : 0 ≤ x) (hxy : x ≤ y) (hy : y ≤ L) (hz : ∀ t ∈ Ioo x y, r t = 0) :
    v y = v x := by
  have hd : ∀ t ∈ Ioo x y, HasDerivAt v ((fun _ : ℝ => (0 : ℝ)) t) t := fun t ht =>
    (h.poisson t ⟨hx.trans_lt ht.1, ht.2.trans_le hy⟩).congr_deriv
      (by rw [hz t ht, mul_zero])
  have hc : Continuous (fun _ : ℝ => (0 : ℝ)) := continuous_const
  have e := intervalIntegral.integral_eq_sub_of_hasDerivAt_of_le hxy
    (h.continuous_slope.mono (Icc_subset_Icc hx hy)) hd (hc.intervalIntegrable x y)
  rw [intervalIntegral.integral_zero] at e
  exact sub_eq_zero.mp e.symm

/-- For a continuous density in a cell of positive length that vanishes outside the slab
`[a, b]`, the periodic potential has slope `-4 π p / L` at every point of the cell that is
not strictly between `a` and `b`. -/
theorem vacuum_slope (hL : 0 < L) (h : IsPeriodicPotential L r u v)
    (hr : ContinuousOn r (Icc 0 L)) (hvac : ∀ t ∈ Icc 0 L, t ∉ Icc a b → r t = 0)
    {x : ℝ} (hx : x ∈ Icc 0 L) (hxv : x ∉ Ioo a b) :
    v x = -4 * π * dipole L r / L := by
  rw [← boundary_slope hL h hr]
  rcases le_or_gt x a with hxa | hxa
  · -- left vacuum: no charge between the left cell boundary and x
    have hz : ∀ t ∈ Ioo 0 x, r t = 0 := fun t ht =>
      hvac t ⟨ht.1.le, ht.2.le.trans hx.2⟩
        (fun h' => absurd h'.1 (not_le_of_gt (ht.2.trans_le hxa)))
    exact (slope_constant h le_rfl hx.1 hx.2 hz).trans h.slope_periodic
  · -- right vacuum: no charge between x and the right cell boundary
    have hbx : b ≤ x := not_lt.mp (fun hb => hxv ⟨hxa, hb⟩)
    have hz : ∀ t ∈ Ioo x L, r t = 0 := fun t ht =>
      hvac t ⟨hx.1.trans ht.1.le, ht.2.le⟩
        (fun h' => absurd h'.2 (not_le_of_gt (hbx.trans_lt ht.1)))
    exact (slope_constant h hx.1 hx.2 le_rfl hz).symm

/-- For a continuous density in a cell of positive length that vanishes outside `[a, b]`, the
corrected potential has zero slope at every interior point of the cell that is not strictly
between `a` and `b`. -/
theorem corrected_flat (hL : 0 < L) (h : IsPeriodicPotential L r u v)
    (hr : ContinuousOn r (Icc 0 L)) (hvac : ∀ t ∈ Icc 0 L, t ∉ Icc a b → r t = 0)
    {x : ℝ} (hx : x ∈ Ioo 0 L) (hxv : x ∉ Ioo a b) :
    HasDerivAt (correctedPotential L r u) 0 x := by
  have h1 := (h.slope_eq x hx).fun_add
    ((hasDerivAt_id' x).const_mul (4 * π * dipole L r / L))
  rw [vacuum_slope hL h hr hvac (Ioo_subset_Icc_self hx) hxv] at h1
  exact h1.congr_deriv (by ring)

end

end PeriodicSlabPoisson
```

```lean
#print axioms PeriodicSlabPoisson.neutral
#print axioms PeriodicSlabPoisson.vacuum_slope
#print axioms PeriodicSlabPoisson.corrected_flat
```

```
'PeriodicSlabPoisson.neutral' depends on axioms: [propext, Classical.choice, Quot.sound]
'PeriodicSlabPoisson.vacuum_slope' depends on axioms: [propext, Classical.choice, Quot.sound]
'PeriodicSlabPoisson.corrected_flat' depends on axioms: [propext, Classical.choice, Quot.sound]
```

## Reading the density, potential and dipole in Lean

The functions `r`, `u` and `v` are the charge density, the potential and its slope, all real functions of a real variable. The structure `IsPeriodicPotential L r u v` collects what it means for `u` to be a periodic solution. Both `u` and `v` are continuous on the closed cell `Icc 0 L`. At each point of the open cell `Ioo 0 L`, `u` has derivative `v x` and `v` has derivative `-4 * π * r x`. The last two fields state that `u` and `v` agree at the cell ends. A solution of u″ = −4πr that is twice continuously differentiable on the closed cell, with one-sided derivatives at the ends, fits this description with v = u′ if u and u′ each take equal values at the two ends.

The definition `dipole L r` is the integral of x r(x) over the cell, with the origin at the left cell boundary. The function `correctedPotential L r u` is w.

The main theorem is `vacuum_slope`. Its hypotheses are a positive cell length, a periodic potential, a density continuous on the closed cell, and `hvac`, which says that the density is zero at every point of the cell outside `[a, b]`. The conclusion holds for every `x` in the closed cell that is not strictly between `a` and `b`, so the slab faces and the cell ends are included where they qualify. The numbers `a` and `b` need not satisfy 0 < a < b < L; the usual slab geometry is a special case.

The theorem `corrected_flat` has the same hypotheses on the density and the potential, but takes `x` in the open cell. It concludes that `correctedPotential L r u` has derivative 0 there. The restriction to interior points arises because `HasDerivAt` is a two-sided derivative, and the structure says nothing about `u` beyond the cell.

## Three integrations and a case split

Three of the lemmas apply the same form of the fundamental theorem of calculus, `intervalIntegral.integral_eq_sub_of_hasDerivAt_of_le`. It asks for continuity on a closed interval, a derivative at each interior point and an integrable derivative. This matches the fields of the structure, and continuity of the density supplies the integrability wherever `r` appears in the integrand.

- `neutral` integrates v′ over the cell. The factor −4π is taken out of the integral, `linear_combination` inserts `slope_periodic`, and the nonzero factor 4π is cancelled.
- `boundary_slope` integrates the derivative of x v − u. The term `hd` is the product-rule computation, in which `ring` cancels the two copies of v. The equation `m` is the integrated identity with the integral written as `dipole L r`. The last two lines multiply out the division by L and use `potential_periodic`.
- `slope_constant` treats an interval from `x` to `y` inside the cell whose interior carries no charge. There the derivative of `v` is zero, so the integral is zero and `v y = v x`.

The proof of `vacuum_slope` first uses `boundary_slope` in reverse, replacing the target −4πp/L by `v L`. It then distinguishes x ≤ a from a < x. In the first case `slope_constant` on the interval from 0 to x gives `v x = v 0`, and `slope_periodic` carries this to `v L`. In the second case x is not strictly inside the slab, so b ≤ x, and `slope_constant` on the interval from x to L gives the result directly. In each case `hz` confirms from `hvac` that the interval is free of charge.

Finally, `corrected_flat` adds the derivative of the linear term to that of `u`, substitutes the vacuum slope, and lets `ring` show that the sum is zero.

## Given potentials, continuous densities and charged cells

The theorems fix the sign, the factor 4π and the dependence on L for every periodic potential of a continuous one-dimensional density. They also guarantee that the stated linear term flattens the potential at interior vacuum points. Some conditions matter when the result is carried over to a code.

The potential is given, not constructed. The theorem `neutral` shows that zero total charge is necessary for a periodic solution; the converse, that every neutral continuous density has one, is not part of the file.

The density is a continuous function. Point charges and infinitely thin charged sheets are not covered unless they are smeared out. Gaussian broadening makes the density continuous, but its tails satisfy the next condition only approximately.

The density is exactly zero in the vacuum. Electron densities have tails, and the slope at a given point then differs from −4πp/L by 4π times the charge between that point and the cell boundary, up to sign. This is small when both the point and the cell boundary are far from the slab, so the boundary should lie well inside the vacuum and a fit should use points far from the slab. For the corrected potential these points must all lie on the same side of the cell boundary, because w jumps there when it is continued periodically.

Charged slabs violate the hypotheses. A Fourier solver that discards the zero-wavevector component of a charged density in effect adds a uniform neutralising background. The total density is then nonzero in the vacuum, `hvac` fails, and the potential there is curved, so a linear term alone cannot flatten it.

The averaging over the surface plane takes place before the one-dimensional problem begins. The theorems describe the averaged potential and say nothing about its variation parallel to the surface. They also concern the solution of the differential equation itself, so a potential on a finite grid agrees with them up to discretisation and rounding errors.
